# The average of every k-th sample is square-integrable when the samples are

From a series of real-valued samples, keep every `k`-th one, starting at an offset `r < k`, and average the `m` samples kept. The lemma `memLp_thinned` states that if each of the first `m * k` samples is in L² with respect to a measure `μ`, then so is this average; when `μ` is a probability measure, this means that the average has a finite second moment. The samples need not be independent or identically distributed, and `μ` need not be normalised. The attempt shows that the sum of the kept samples is in L², multiplies it by the constant `(m : ℝ)⁻¹`, and then asks `simpa` to match the result with the definition of `thinnedAverage`.

As first written in Lean, the proof fails:

```lean
import Mathlib

open MeasureTheory ProbabilityTheory Finset

namespace MemLpThinned

noncomputable section

variable {Ω : Type*} [MeasurableSpace Ω] {μ : Measure Ω}

/-- The average of the `m ≥ 1` samples `X r, X (k + r), ..., X ((m - 1) k + r)`: every `k`-th
sample is kept, starting from offset `r`. -/
def thinnedAverage (X : ℕ → Ω → ℝ) (m k r : ℕ) : Ω → ℝ :=
  fun ω => (∑ j ∈ range m, X (j * k + r) ω) / (m : ℝ)

lemma index_lt {m k j r : ℕ} (hj : j < m) (hr : r < k) : j * k + r < m * k :=
  calc j * k + r < j * k + k := by omega
    _ = (j + 1) * k := by ring
    _ ≤ m * k := Nat.mul_le_mul_right k hj

lemma memLp_thinned {X : ℕ → Ω → ℝ} {m k r : ℕ}
    (hX : ∀ i < m * k, MemLp (X i) 2 μ) (hr : r < k) :
    MemLp (thinnedAverage X m k r) 2 μ := by
  have h := (memLp_finset_sum (range m) (f := fun j => X (j * k + r))
    fun j hj => hX _ (index_lt (mem_range.1 hj) hr)).const_mul ((m : ℝ)⁻¹)
  simpa only [thinnedAverage, div_eq_inv_mul] using h

end

end MemLpThinned
```

Compiling this gives:

```
Main.lean:24:13: warning: `MeasureTheory.memLp_finset_sum` has been deprecated: Use `MeasureTheory.memLp_finsetSum` instead
Main.lean:26:2: error: Type mismatch: After simplification, term
  h
 has type
  MemLp (fun x => (↑m)⁻¹ * ∑ i ∈ range m, X (i * k + r) x) 2 μ
but is expected to have type
  MemLp (thinnedAverage X m k r) 2 μ
```

The error shows that `thinnedAverage X m k r` is still folded in the goal after simplification. The definition's body is a function `fun ω => ...`, and the equation `simp` uses for it has `ω` as an argument on the left-hand side. It therefore rewrites `thinnedAverage X m k r ω`, but the goal has the function without `ω`, so nothing matches. The division stays hidden inside the definition, where `div_eq_inv_mul` can't reach it, and the goal doesn't match `h`.

`unfold thinnedAverage` replaces the function by its body even without `ω`. This exposes the division by `m`, which `div_eq_inv_mul` turns into multiplication by the inverse, the form `h` already has. `thinnedAverage` is then no longer needed in the `simpa` list.

The warning says only that `memLp_finset_sum` is a deprecated name; changing it to `memLp_finsetSum` is tidying and plays no part in curing the error.

This version goes through:

```diff
@@ -22,7 +22,8 @@
     (hX : ∀ i < m * k, MemLp (X i) 2 μ) (hr : r < k) :
     MemLp (thinnedAverage X m k r) 2 μ := by
-  have h := (memLp_finset_sum (range m) (f := fun j => X (j * k + r))
+  have h := (memLp_finsetSum (range m) (f := fun j => X (j * k + r))
     fun j hj => hX _ (index_lt (mem_range.1 hj) hr)).const_mul ((m : ℝ)⁻¹)
-  simpa only [thinnedAverage, div_eq_inv_mul] using h
+  unfold thinnedAverage
+  simpa only [div_eq_inv_mul] using h
 
 end
```
